# Overlap moduli and the Bargmann invariant fix three pure states up to a unitary and phases

Comparing two triples of states by transition probabilities alone can declare them equivalent when they are not. Take spin-1/2 states along +x, +y and +z: every pairwise probability is 1/2, and the product of overlaps around the triangle is (1 ± i)/4. Exchanging the last two states leaves the probabilities alone but conjugates the product, which no unitary and no choice of phases can do. For unit vectors in a finite-dimensional space, adding this one complex number to the overlap moduli settles the comparison.

## States, invariants and gauge freedom

The states are vectors in a complex inner product space `E`, labelled by a finite set `ι`. The theorems that construct a unitary also assume that `E` has finite dimension; Cⁿ is the standard case. The inner product ⟨x,y⟩ is conjugate-linear in x.

```lean
import Mathlib

open scoped InnerProductSpace ComplexConjugate

namespace BargmannCompleteness

noncomputable section

variable {ι E : Type*} [Fintype ι] [NormedAddCommGroup E] [InnerProductSpace ℂ E]
```

For a family u, the Bargmann invariant of i, j, k is

B(i,j,k) = ⟨uᵢ,uⱼ⟩⟨uⱼ,uₖ⟩⟨uₖ,uᵢ⟩.

For a single nondegenerate band, let u be the cell-periodic parts of the Bloch states at three k-points, expanded in one common finite orthonormal basis. Then the argument of a nonzero B is the discrete Berry phase of that loop, up to a sign convention.

```lean
/-- The Bargmann invariant of three members of a family of states: the product of
overlaps around the triangle `i → j → k → i`. -/
def bargmann (u : ι → E) (i j k : ι) : ℂ :=
  ⟪u i, u j⟫_ℂ * ⟪u j, u k⟫_ℂ * ⟪u k, u i⟫_ℂ
```

Families u and v are gauge equivalent when

vⱼ = cⱼ U uⱼ, |cⱼ| = 1,

with one unitary U for all j. In Lean, U is a linear isometric equivalence `E ≃ₗᵢ[ℂ] E`. Antiunitary maps and the mixing of degenerate states are not included.

```lean
/-- Two families of states are gauge equivalent if one common unitary and individual
unit phases carry the first into the second. -/
def GaugeEquivalent (u v : ι → E) : Prop :=
  ∃ U : E ≃ₗᵢ[ℂ] E, ∃ c : ι → ℂ, (∀ j, ‖c j‖ = 1) ∧ ∀ j, v j = c j • U (u j)
```

Two facts about phases are needed. If |z| = 1, then z* z = |z|² = 1.

```lean
/-- A unit phase times its conjugate is one. -/
lemma phase_mul {z : ℂ} (h : ‖z‖ = 1) : conj z * z = 1 := by
  rw [Complex.conj_mul', h]
  simp
```

If |a| = |b|, then b = p a for some unit phase p. For a ≠ 0, take p = b/a; for a = 0, b also vanishes and p = 1 will do.

```lean
/-- Two complex numbers of equal modulus differ by a unit phase. -/
lemma exists_phase {a b : ℂ} (h : ‖a‖ = ‖b‖) : ∃ p : ℂ, ‖p‖ = 1 ∧ b = p * a := by
  by_cases ha : a = 0
  · have hb : b = 0 := norm_eq_zero.mp (by rw [← h, ha, norm_zero])
    exact ⟨1, by simp, by rw [ha, hb]; simp⟩
  · refine ⟨b / a, ?_, (div_mul_cancel₀ b ha).symm⟩
    rw [norm_div, ← h, div_self (norm_ne_zero_iff.mpr ha)]
```

## From equal overlaps to a unitary

Suppose ⟨uᵢ,uⱼ⟩ = ⟨vᵢ,vⱼ⟩ for all i, j. For coefficients x, set A x = Σᵢ xᵢuᵢ and B x = Σᵢ xᵢvᵢ; with a single argument, B is this linear map and not the Bargmann invariant. Then

‖A x‖² = Σᵢⱼ xᵢ* xⱼ ⟨uᵢ,uⱼ⟩ = ‖B x‖².

If A x = A y, then ‖B(x − y)‖ = ‖A(x − y)‖ = 0, so A x ↦ B x is a well-defined isometry on the span of the uᵢ. The orthogonal complements of the two spans have equal dimension, so it extends to a unitary.

In the code, `hn` is the equality of norms, `g` selects coefficients for each vector in the span, `L` is the isometry and `hL` shows that the selection does not matter. `L.extend` supplies the extension.

```lean
/-- Families with the same matrix of overlaps are related by a unitary. -/
theorem exists_unitary_of_gram_eq [FiniteDimensional ℂ E] (u v : ι → E)
    (h : ∀ i j, ⟪u i, u j⟫_ℂ = ⟪v i, v j⟫_ℂ) :
    ∃ U : E ≃ₗᵢ[ℂ] E, ∀ j, U (u j) = v j := by
  classical
  have comb : ∀ w : ι → E, ∃ A : (ι → ℂ) →ₗ[ℂ] E, ∀ x, A x = ∑ i, x i • w i :=
    fun w => ⟨Fintype.linearCombination ℂ w, fun x => Fintype.linearCombination_apply ℂ w x⟩
  obtain ⟨A, hA⟩ := comb u
  obtain ⟨B, hB⟩ := comb v
  -- superpositions with equal coefficients have equal norms
  have hn : ∀ x, ‖A x‖ = ‖B x‖ := by
    intro x
    have key : ⟪A x, A x⟫_ℂ = ⟪B x, B x⟫_ℂ := by
      simp only [hA, hB, sum_inner, inner_sum, inner_smul_left, inner_smul_right, h]
    rw [norm_eq_sqrt_re_inner (𝕜 := ℂ) (A x), norm_eq_sqrt_re_inner (𝕜 := ℂ) (B x), key]
  obtain ⟨g, hg⟩ := A.rangeRestrict.exists_rightInverse_of_surjective A.range_rangeRestrict
  have hg' : ∀ y : LinearMap.range A, A (g y) = (y : E) :=
    fun y => congrArg Subtype.val (LinearMap.congr_fun hg y)
  -- the isometry on the span
  let L : LinearMap.range A →ₗᵢ[ℂ] E := ⟨B.comp g, fun y => by
    have e : ‖A (g y)‖ = ‖(y : E)‖ := by rw [hg' y]
    exact (hn (g y)).symm.trans e⟩
  have hL : ∀ x, L ⟨A x, LinearMap.mem_range_self A x⟩ = B x := by
    intro x
    have e : A (g ⟨A x, LinearMap.mem_range_self A x⟩ - x) = 0 := by
      rw [map_sub, hg']
      exact sub_self _
    have e' : B (g ⟨A x, LinearMap.mem_range_self A x⟩ - x) = 0 :=
      norm_eq_zero.mp (by rw [← hn, e, norm_zero])
    rw [map_sub] at e'
    exact sub_eq_zero.mp e'
  have hAj : ∀ j, A (Pi.single j 1) = u j := fun j => by simp [hA, Pi.single_apply]
  have hBj : ∀ j, B (Pi.single j 1) = v j := fun j => by simp [hB, Pi.single_apply]
  refine ⟨L.extend.toLinearIsometryEquiv rfl, fun j => ?_⟩
  rw [LinearIsometry.coe_toLinearIsometryEquiv, ← hAj, ← hBj, ← hL]
  exact L.extend_apply ⟨A (Pi.single j 1), LinearMap.mem_range_self A _⟩
```

Applying this to the vectors cⱼuⱼ turns gauge equivalence into a condition on overlaps alone:

⟨vᵢ,vⱼ⟩ = cᵢ* cⱼ ⟨uᵢ,uⱼ⟩ for all i, j.

The converse direction substitutes vⱼ = cⱼ U uⱼ and uses that U preserves inner products.

```lean
/-- Gauge equivalence means that all overlaps agree up to the phase differences of
the individual states. -/
theorem gaugeEquivalent_iff_overlaps [FiniteDimensional ℂ E] (u v : ι → E) :
    GaugeEquivalent u v ↔ ∃ c : ι → ℂ, (∀ j, ‖c j‖ = 1) ∧
      ∀ i j, ⟪v i, v j⟫_ℂ = conj (c i) * c j * ⟪u i, u j⟫_ℂ := by
  constructor
  · rintro ⟨U, c, hc, h⟩
    refine ⟨c, hc, fun i j => ?_⟩
    rw [h i, h j, inner_smul_left, inner_smul_right, U.inner_map_map]
    ring
  · rintro ⟨c, hc, h⟩
    obtain ⟨U, hU⟩ := exists_unitary_of_gram_eq (fun j => c j • u j) v (fun i j => by
      rw [h i j, inner_smul_left, inner_smul_right]
      ring)
    exact ⟨U, c, hc, fun j => by rw [← hU j, map_smul]⟩
```

The moduli are therefore invariant. In the triple product, the phases collect into

(cᵢ* cᵢ)(cⱼ* cⱼ)(cₖ* cₖ) = 1,

so B(i,j,k) is invariant too.

```lean
/-- Overlap moduli and Bargmann invariants are unchanged by a common unitary and
individual phases. -/
theorem invariants_of_gaugeEquivalent [FiniteDimensional ℂ E] {u v : ι → E}
    (h : GaugeEquivalent u v) :
    (∀ i j, ‖⟪u i, u j⟫_ℂ‖ = ‖⟪v i, v j⟫_ℂ‖) ∧
      ∀ i j k, bargmann u i j k = bargmann v i j k := by
  obtain ⟨c, hc, h⟩ := (gaugeEquivalent_iff_overlaps u v).mp h
  refine ⟨fun i j => ?_, fun i j k => ?_⟩
  · rw [h i j, norm_mul, norm_mul, RCLike.norm_conj, hc, hc, one_mul, one_mul]
  · unfold bargmann
    rw [h i j, h j k, h k i]
    -- each phase meets its own conjugate around the triangle
    calc _ = 1 * 1 * 1 * (⟪u i, u j⟫_ℂ * ⟪u j, u k⟫_ℂ * ⟪u k, u i⟫_ℂ) := by ring
      _ = (conj (c i) * c i) * (conj (c j) * c j) * (conj (c k) * c k) *
          (⟪u i, u j⟫_ℂ * ⟪u j, u k⟫_ℂ * ⟪u k, u i⟫_ℂ) := by
        rw [phase_mul (hc i), phase_mul (hc j), phase_mul (hc k)]
      _ = _ := by ring
```

## Three states

Now let the moduli and the invariant agree. Equal moduli give link phases p, q, r with

⟨v₀,v₁⟩ = p⟨u₀,u₁⟩, ⟨v₁,v₂⟩ = q⟨u₁,u₂⟩, ⟨v₂,v₀⟩ = r⟨u₂,u₀⟩.

If all overlaps are nonzero, cancelling them from the equality of invariants gives pqr = 1. It would be wrong to conclude this when an overlap vanishes: the invariants then read 0 = 0 and say nothing about pqr. But the phase on the vanishing link is arbitrary, and it can be reset to make the product one. The three `by_cases` do this.

```lean
/-- If two triples of complex numbers have equal moduli and equal products, they differ
by three unit phases whose product is one. -/
lemma exists_balanced_phases {a b c a' b' c' : ℂ} (ha : ‖a‖ = ‖a'‖) (hb : ‖b‖ = ‖b'‖)
    (hc : ‖c‖ = ‖c'‖) (h : a * b * c = a' * b' * c') :
    ∃ p q r : ℂ, ‖p‖ = 1 ∧ ‖q‖ = 1 ∧ ‖r‖ = 1 ∧ p * q * r = 1 ∧
      a' = p * a ∧ b' = q * b ∧ c' = r * c := by
  obtain ⟨p, hp, ea⟩ := exists_phase ha
  obtain ⟨q, hq, eb⟩ := exists_phase hb
  obtain ⟨r, hr, ec⟩ := exists_phase hc
  have hne : ∀ z : ℂ, ‖z‖ = 1 → z ≠ 0 := by
    intro z hz h0
    simp [h0] at hz
  have p0 := hne p hp
  have q0 := hne q hq
  have r0 := hne r hr
  -- a vanishing number leaves its phase free
  by_cases a0 : a = 0
  · exact ⟨(q * r)⁻¹, q, r, by simp [hq, hr], hq, hr, by field_simp,
      by rw [ea, a0]; simp, eb, ec⟩
  by_cases b0 : b = 0
  · exact ⟨p, (p * r)⁻¹, r, hp, by simp [hp, hr], hr, by field_simp,
      ea, by rw [eb, b0]; simp, ec⟩
  by_cases c0 : c = 0
  · exact ⟨p, q, (p * q)⁻¹, hp, hq, by simp [hp, hq], by field_simp,
      ea, eb, by rw [ec, c0]; simp⟩
  refine ⟨p, q, r, hp, hq, hr, ?_, ea, eb, ec⟩
  rw [ea, eb, ec] at h
  exact mul_right_cancel₀ (mul_ne_zero (mul_ne_zero a0 b0) c0) (by linear_combination -h)
```

With pqr = 1, the link phases come from site phases

c₀ = 1, c₁ = p, c₂ = pq.

Indeed c₀* c₁ = p, c₁* c₂ = p* p q = q, and c₂* c₀ = (pq)* = r. Conjugation handles the reversed pairs (`flip`), and normalisation handles the diagonal (`diag`).

The theorem says that two triples of unit vectors are gauge equivalent if and only if the overlap moduli agree for distinct labels and B(0,1,2) agrees. No overlap has to be nonzero.

```lean
/-- Two triples of unit vectors are related by a unitary and individual phases exactly
when their pairwise overlap moduli and their Bargmann invariants agree. -/
theorem triple_gaugeEquivalent_iff [FiniteDimensional ℂ E] (u v : Fin 3 → E)
    (hu : ∀ j, ‖u j‖ = 1) (hv : ∀ j, ‖v j‖ = 1) :
    GaugeEquivalent u v ↔
      (∀ i j, i ≠ j → ‖⟪u i, u j⟫_ℂ‖ = ‖⟪v i, v j⟫_ℂ‖) ∧
        bargmann u 0 1 2 = bargmann v 0 1 2 := by
  constructor
  · intro h
    obtain ⟨hm, hb⟩ := invariants_of_gaugeEquivalent h
    exact ⟨fun i j _ => hm i j, hb 0 1 2⟩
  rintro ⟨hm, hb⟩
  obtain ⟨p, q, r, hp, hq, hr, hpqr, ea, eb, ec⟩ := exists_balanced_phases
    (hm 0 1 (by decide)) (hm 1 2 (by decide)) (hm 2 0 (by decide)) hb
  -- integrate the link phases to site phases
  obtain ⟨c, h0, h1, h2⟩ : ∃ c : Fin 3 → ℂ, c 0 = 1 ∧ c 1 = p ∧ c 2 = p * q :=
    ⟨![1, p, p * q], rfl, rfl, rfl⟩
  have hpq : ‖p * q‖ = 1 := by rw [norm_mul, hp, hq, one_mul]
  have k0 : ‖c 0‖ = 1 := by rw [h0, norm_one]
  have k1 : ‖c 1‖ = 1 := by rw [h1, hp]
  have k2 : ‖c 2‖ = 1 := by rw [h2, hpq]
  have hc : ∀ j, ‖c j‖ = 1 := by
    intro j
    fin_cases j
    exacts [k0, k1, k2]
  have hr' : conj (p * q) = r := by
    calc conj (p * q) = conj (p * q) * (p * q * r) := by rw [hpqr, mul_one]
      _ = r := by rw [← mul_assoc, phase_mul hpq, one_mul]
  have e01 : ⟪v 0, v 1⟫_ℂ = conj (c 0) * c 1 * ⟪u 0, u 1⟫_ℂ := by
    rw [ea, h0, h1, map_one, one_mul]
  have e12 : ⟪v 1, v 2⟫_ℂ = conj (c 1) * c 2 * ⟪u 1, u 2⟫_ℂ := by
    rw [eb, h1, h2]
    linear_combination -(q * ⟪u 1, u 2⟫_ℂ) * phase_mul hp
  have e20 : ⟪v 2, v 0⟫_ℂ = conj (c 2) * c 0 * ⟪u 2, u 0⟫_ℂ := by
    rw [ec, h2, h0, hr', mul_one]
  have diag : ∀ i, ⟪v i, v i⟫_ℂ = conj (c i) * c i * ⟪u i, u i⟫_ℂ := by
    intro i
    rw [phase_mul (hc i), one_mul, inner_self_eq_norm_sq_to_K,
      inner_self_eq_norm_sq_to_K, hu, hv]
  have flip : ∀ i j, ⟪v i, v j⟫_ℂ = conj (c i) * c j * ⟪u i, u j⟫_ℂ →
      ⟪v j, v i⟫_ℂ = conj (c j) * c i * ⟪u j, u i⟫_ℂ := by
    intro i j h
    rw [← inner_conj_symm (v j) (v i), h]
    simp only [map_mul, Complex.conj_conj, inner_conj_symm]
    ring
  refine (gaugeEquivalent_iff_overlaps u v).mpr ⟨c, hc, fun i j => ?_⟩
  fin_cases i <;> fin_cases j
  exacts [diag 0, e01, flip 2 0 e20, flip 0 1 e01, diag 1, e12, e20, flip 1 2 e12, diag 2]
```

## Larger families with a reference state

Suppose a member o of a finite family satisfies ⟨uₒ,uⱼ⟩ ≠ 0 for every j. Equal moduli with the reference give phases with ⟨vₒ,vⱼ⟩ = cⱼ⟨uₒ,uⱼ⟩. Equality of B(o,i,j) becomes

⟨uₒ,uᵢ⟩⟨uᵢ,uⱼ⟩⟨uⱼ,uₒ⟩ = cᵢ cⱼ* ⟨uₒ,uᵢ⟩⟨vᵢ,vⱼ⟩⟨uⱼ,uₒ⟩.

Cancelling the nonzero factors and multiplying by cᵢ* cⱼ gives the overlap condition. Normalisation is not assumed, since the case i = j already compares the lengths.

```lean
/-- For a finite family with a reference state `o` that overlaps every member, the overlap
moduli with `o` and the Bargmann invariants through `o` decide gauge equivalence. -/
theorem family_gaugeEquivalent_iff [FiniteDimensional ℂ E] (u v : ι → E) (o : ι)
    (ho : ∀ j, ⟪u o, u j⟫_ℂ ≠ 0) :
    GaugeEquivalent u v ↔ (∀ j, ‖⟪u o, u j⟫_ℂ‖ = ‖⟪v o, v j⟫_ℂ‖) ∧
      ∀ i j, bargmann u o i j = bargmann v o i j := by
  constructor
  · intro h
    obtain ⟨hm, hb⟩ := invariants_of_gaugeEquivalent h
    exact ⟨hm o, hb o⟩
  rintro ⟨hm, hb⟩
  choose c hc e using fun j => exists_phase (hm j)
  refine (gaugeEquivalent_iff_overlaps u v).mpr ⟨c, hc, fun i j => ?_⟩
  have e' : ⟪v j, v o⟫_ℂ = conj (c j) * ⟪u j, u o⟫_ℂ := by
    rw [← inner_conj_symm (v j) (v o), e, map_mul, inner_conj_symm]
  have hj : ⟪u j, u o⟫_ℂ ≠ 0 := fun h0 =>
    ho j (by rw [← inner_conj_symm (u o) (u j), h0, map_zero])
  have b := hb i j
  unfold bargmann at b
  rw [e i, e'] at b
  -- cancel the nonzero overlaps with the reference state
  have k : ⟪u i, u j⟫_ℂ = c i * conj (c j) * ⟪v i, v j⟫_ℂ :=
    mul_left_cancel₀ (mul_ne_zero (ho i) hj) (by linear_combination b)
  linear_combination (-(conj (c i) * c j)) * k
    - ⟪v i, v j⟫_ℂ * (conj (c j) * c j) * phase_mul (hc i)
    - ⟪v i, v j⟫_ℂ * phase_mul (hc j)
```

## Four states on a square

Without such a reference state, triangles may not suffice. In C⁴, with s = ±1, take

u₀ = (1,0,0,0), u₁ = ½(1,1,1,1),
u₂ = (0,1,0,0), u₃ = ½(1,s,−s,−1).

```lean
/-- Four states in a four-level system, with a parameter `s` in the last state. -/
def loopStates (s : ℂ) : Fin 4 → EuclideanSpace ℂ (Fin 4) :=
  ![!₂[1, 0, 0, 0], !₂[1/2, 1/2, 1/2, 1/2], !₂[0, 1, 0, 0], !₂[1/2, s/2, -s/2, -1/2]]
```

These are unit vectors. Opposite corners of the square 0–1–2–3 are orthogonal, and neighbouring overlaps are ½, except for ⟨u₂,u₃⟩ = s/2.

```lean
/-- A four-by-four table with parameter `s`: 1 on the diagonal, 0 for opposite corners of the square
0–1–2–3, and 1/2 for neighbours, except `s/2` for the pair 2, 3. -/
def loopGram (s : ℂ) : Matrix (Fin 4) (Fin 4) ℂ :=
  !![1, 1/2, 0, 1/2; 1/2, 1, 1/2, 0; 0, 1/2, 1, s/2; 1/2, 0, s/2, 1]
```

The table is checked by summing components for each pair.

```lean
/-- For `s = 1` and `s = -1` the overlaps of the four states are those of the table. -/
lemma loopStates_overlap {s : ℂ} (hs : s = 1 ∨ s = -1) (i j : Fin 4) :
    ⟪loopStates s i, loopStates s j⟫_ℂ = loopGram s i j := by
  have h2 : conj (2 : ℂ) = 2 := Complex.conj_eq_iff_real.mpr ⟨2, by norm_num⟩
  -- expand in components before looking at the individual pairs
  simp only [PiLp.inner_apply, Fin.sum_univ_four, RCLike.inner_apply]
  rcases hs with rfl | rfl <;> fin_cases i <;> fin_cases j <;>
    simp [loopStates, loopGram, h2] <;> norm_num [h2]
```

The sign s does not affect the moduli. Any three distinct labels include an opposite pair, so their invariant is zero; with a repeated label, the invariant depends only on norms and moduli. All triple data therefore agree for s = 1 and s = −1.

Gauge equivalence would nevertheless require

c₀* c₁ = 1, c₁* c₂ = 1, c₂* c₃ = −1, c₃* c₀ = 1.

The product of the left sides is ∏ⱼ cⱼ* cⱼ = 1, while that of the right sides is −1. The obstruction is the four-state loop product, s/16, which no triangle detects.

```lean
/-- Two quadruples of unit vectors can share all overlap moduli and all Bargmann invariants
of three states without being gauge equivalent. -/
theorem four_states_not_determined :
    (∀ j, ‖loopStates 1 j‖ = 1 ∧ ‖loopStates (-1) j‖ = 1) ∧
    (∀ i j, ‖⟪loopStates 1 i, loopStates 1 j⟫_ℂ‖ =
      ‖⟪loopStates (-1) i, loopStates (-1) j⟫_ℂ‖) ∧
    (∀ i j k, bargmann (loopStates 1) i j k = bargmann (loopStates (-1)) i j k) ∧
    ¬ GaugeEquivalent (loopStates 1) (loopStates (-1)) := by
  have gp := loopStates_overlap (s := 1) (Or.inl rfl)
  have gm := loopStates_overlap (s := -1) (Or.inr rfl)
  refine ⟨fun j => ?_, fun i j => ?_, fun i j k => ?_, fun h => ?_⟩
  · rw [norm_eq_sqrt_re_inner (𝕜 := ℂ) (loopStates 1 j),
      norm_eq_sqrt_re_inner (𝕜 := ℂ) (loopStates (-1) j), gp, gm]
    fin_cases j <;> simp [loopGram]
  · rw [gp, gm]
    fin_cases i <;> fin_cases j <;> simp [loopGram]
  · unfold bargmann
    simp only [gp, gm]
    fin_cases i <;> fin_cases j <;> fin_cases k <;> simp [loopGram] <;> norm_num
  · obtain ⟨c, hc, h⟩ := (gaugeEquivalent_iff_overlaps _ _).mp h
    simp only [gp, gm] at h
    have a := h 0 1
    have b := h 1 2
    have d := h 2 3
    have e := h 3 0
    simp only [loopGram, Matrix.of_apply, Matrix.cons_val] at a b d e
    have a' : conj (c 0) * c 1 = 1 := by linear_combination -2 * a
    have b' : conj (c 1) * c 2 = 1 := by linear_combination -2 * b
    have d' : conj (c 2) * c 3 = -1 := by linear_combination -2 * d
    have e' : conj (c 3) * c 0 = 1 := by linear_combination -2 * e
    -- the product around the square would be both 1 and -1
    have bad : (1 : ℂ) = -1 := by
      calc (1 : ℂ) = (conj (c 0) * c 0) * (conj (c 1) * c 1) *
            (conj (c 2) * c 2) * (conj (c 3) * c 3) := by
            rw [phase_mul (hc 0), phase_mul (hc 1), phase_mul (hc 2), phase_mul (hc 3)]
            norm_num
        _ = (conj (c 0) * c 1) * (conj (c 1) * c 2) *
            (conj (c 2) * c 3) * (conj (c 3) * c 0) := by ring
        _ = -1 := by
            rw [a', b', d', e']
            norm_num
    norm_num at bad

end

end BargmannCompleteness
```

```lean
#print axioms BargmannCompleteness.triple_gaugeEquivalent_iff
#print axioms BargmannCompleteness.family_gaugeEquivalent_iff
#print axioms BargmannCompleteness.four_states_not_determined
```

```
'BargmannCompleteness.triple_gaugeEquivalent_iff' depends on axioms: [propext, Classical.choice, Quot.sound]
'BargmannCompleteness.family_gaugeEquivalent_iff' depends on axioms: [propext, Classical.choice, Quot.sound]
'BargmannCompleteness.four_states_not_determined' depends on axioms: [propext, Classical.choice, Quot.sound]
```
